# Neglecting couplings between fragments never lowers the band energy at fixed filling

Let H be a finite Hermitian matrix whose basis functions are divided among any number of fragments, and set every entry between different fragments to zero. For each k up to the dimension, the sum of the k lowest eigenvalues stays the same or rises. For non-interacting electrons with a fixed Hamiltonian in an orthonormal basis, a fragment approximation that drops these couplings therefore never underestimates the band energy at a given filling.

## From fractional occupations to decoupled density matrices

Let ε_i be the eigenvalues of H, and let β(i) be the fragment of basis function i. Write dec(A) for the matrix A with its interfragment entries removed. The band energy is

E_k(H) = min over sets s of k labels of Σ_{i∈s} ε_i.

**Filled levels lie lowest.** Let s be a minimising set, with i in s and j outside it. Exchanging i for j changes the sum by ε_j − ε_i, which cannot be negative. Hence there is a Fermi level μ with ε_i ≤ μ on s and ε_j ≥ μ off s: take the highest filled level or, if k = 0, any number below the spectrum.

**Fractional occupations do no better.** Let 0 ≤ w_i ≤ 1 and Σ_i w_i = k. Put f_i = 1 on s and f_i = 0 elsewhere. Then

Σ_i (w_i − f_i)(ε_i − μ) ≥ 0,

because both factors are ≤ 0 on s and ≥ 0 off s. The μ terms cancel, since w and f have the same sum, and what remains is Σ_i w_i ε_i ≥ E_k(H).

**Variational principle.** A density matrix D of k fermions satisfies 0 ≤ D ≤ 1 and Tr D = k. Write H = U diag(ε) U† with U unitary, and let M = U†DU. Then 0 ≤ M ≤ 1 and Tr M = k, so the diagonal entries M_ii are fractional occupations, and

Tr(DH) = Σ_i M_ii ε_i ≥ E_k(H).

The choice D = U diag(f) U† is a density matrix and gives equality.

**Decoupling preserves density matrices.** Let P_b project on the basis functions of fragment b. Then

dec(A) = Σ_b P_b A P_b.

If A ≥ 0, then x†P_b A P_b x = (P_b x)†A(P_b x) ≥ 0 for every vector x, so dec(A) ≥ 0. Applied to D and to 1 − D, with dec(1) = 1, this gives 0 ≤ dec(D) ≤ 1. The diagonal is unchanged, so the trace is still k. Moreover,

Tr(dec(D) H) = Σ_{β(i)=β(j)} D_ij H_ji = Tr(D dec(H)).

**Conclusion.** Let D be optimal for dec(H). Then

E_k(dec(H)) = Tr(D dec(H)) = Tr(dec(D) H) ≥ E_k(H).

One might assume that this D is already block-diagonal, or that dec(D) is still a projector. Both can fail when levels of different fragments are degenerate. For dec(H) = 0 in two dimensions, with one function per fragment and k = 1, the projector on (1, 1)/√2 is optimal, yet decoupling turns it into diag(1/2, 1/2). For an arbitrary optimal D, the argument therefore uses a trial set that admits fractional occupations. One could instead choose an optimal projector that is block-diagonal, which always exists because dec(H) can be diagonalised fragment by fragment.

## Matrices, fillings and fragments in Lean

```lean
import Mathlib

open Matrix Finset
open scoped ComplexOrder

namespace FragmentBandEnergy

noncomputable section

variable {n ι : Type*} [Fintype n] [DecidableEq n] [Fintype ι] [DecidableEq ι]
variable {H D : Matrix n n ℂ} {k : ℕ}
```

The type `n` labels the basis functions and `ι` the fragments. The matrix is an ordinary complex matrix, so the basis is taken as orthonormal; a generalised eigenproblem with an overlap matrix would need a separate treatment.

```lean
/-- The band energy at filling `k`: the least sum of eigenvalues over all choices of `k` distinct
eigenvalue labels, for `k` at most the dimension. Repeated eigenvalues have separate labels. -/
def bandEnergy (hH : H.IsHermitian) (hk : k ≤ Fintype.card n) : ℝ :=
  (univ.powersetCard k).inf' (Finset.powersetCard_nonempty.2 (by simpa using hk))
    fun s => ∑ i ∈ s, hH.eigenvalues i
```

`hH.eigenvalues` is a real function on `n`, with repeated levels listed repeatedly. Its labels count eigenvectors and have no tie to the basis functions of the same name. `powersetCard k` collects the sets of k labels, and `hk` guarantees that there is one. Each label holds one particle, so spin must be included in the basis or counted separately.

```lean
/-- The matrix with all entries between different fragments set to zero; `β i` is the
fragment of the basis function `i`. -/
def decouple (β : n → ι) (A : Matrix n n ℂ) : Matrix n n ℂ :=
  Matrix.of fun i j => if β i = β j then A i j else 0
```

The map `β` may be any function, and some fragments may be empty.

```lean
/-- The projector on the basis functions of fragment `b`. -/
def fragmentProjector (β : n → ι) (b : ι) : Matrix n n ℂ :=
  diagonal fun i => if β i = b then 1 else 0
```

This is P_b.

```lean
/-- A one-particle density matrix of `k` fermions: `0 ≤ D ≤ 1` and `Tr D = k`. -/
structure IsDensity (D : Matrix n n ℂ) (k : ℕ) : Prop where
  nonneg : D.PosSemidef
  le_one : (1 - D).PosSemidef
  trace_eq : D.trace = k
```

`PosSemidef` includes Hermiticity. The condition is 0 ≤ D ≤ 1, without idempotency.

## The variational principle

```lean
/-- Aufbau principle: the band energy is the sum over `k` levels, none of which lies above
an empty level. -/
theorem bandEnergy_aufbau (hH : H.IsHermitian) (hk : k ≤ Fintype.card n) :
    ∃ s : Finset n, s.card = k ∧ bandEnergy hH hk = ∑ i ∈ s, hH.eigenvalues i ∧
      ∀ i ∈ s, ∀ j ∉ s, hH.eigenvalues i ≤ hH.eigenvalues j := by
  obtain ⟨s, hs, he⟩ := Finset.exists_mem_eq_inf'
    (Finset.powersetCard_nonempty.2 (by simpa using hk) : (univ.powersetCard k).Nonempty)
    (fun s : Finset n => ∑ i ∈ s, hH.eigenvalues i)
  have hc := (Finset.mem_powersetCard.1 hs).2
  refine ⟨s, hc, he, fun i hi j hj => ?_⟩
  -- moving a particle from `i` to `j` cannot lower the energy
  have hj' : j ∉ s.erase i := fun h => hj (Finset.mem_of_mem_erase h)
  have ht : insert j (s.erase i) ∈ univ.powersetCard k := by
    rw [Finset.mem_powersetCard]
    exact ⟨Finset.subset_univ _, by
      rw [Finset.card_insert_of_notMem hj', Finset.card_erase_add_one hi, hc]⟩
  have hle := Finset.inf'_le (fun s : Finset n => ∑ i ∈ s, hH.eigenvalues i) ht
  rw [he] at hle
  simp only [Finset.sum_insert hj'] at hle
  have hsum := Finset.add_sum_erase s hH.eigenvalues hi
  linarith
```

The minimum is attained at some `s`. The set `insert j (s.erase i)` is the exchanged configuration, and comparing its energy with the minimum gives the ordering of levels.

```lean
/-- Fractional occupations between 0 and 1 that add up to `k` never give less than the
band energy. -/
theorem bandEnergy_le_fractional (hH : H.IsHermitian) (hk : k ≤ Fintype.card n)
    (w : n → ℝ) (h0 : ∀ i, 0 ≤ w i) (h1 : ∀ i, w i ≤ 1) (hw : ∑ i, w i = k) :
    bandEnergy hH hk ≤ ∑ i, w i * hH.eigenvalues i := by
  obtain ⟨s, hs, he, hord⟩ := bandEnergy_aufbau hH hk
  -- a Fermi level separates filled from empty levels
  obtain ⟨μ, hμ1, hμ2⟩ : ∃ μ : ℝ, (∀ i ∈ s, hH.eigenvalues i ≤ μ) ∧
      ∀ j ∉ s, μ ≤ hH.eigenvalues j := by
    rcases s.eq_empty_or_nonempty with h | h
    · refine ⟨-∑ i, |hH.eigenvalues i|, by simp [h], fun j _ => ?_⟩
      have a := Finset.single_le_sum (f := fun i => |hH.eigenvalues i|)
        (fun i _ => abs_nonneg _) (Finset.mem_univ j)
      have b := neg_abs_le (hH.eigenvalues j)

      linarith
    · obtain ⟨m, hm, hmax⟩ := s.exists_max_image hH.eigenvalues h
      exact ⟨_, hmax, hord m hm⟩
  have e1 : ∑ i, (if i ∈ s then (1 : ℝ) else 0) * hH.eigenvalues i
      = ∑ i ∈ s, hH.eigenvalues i := by simp [Finset.sum_ite_mem]
  have e2 : ∑ i, (if i ∈ s then (1 : ℝ) else 0) = k := by simp [hs]
  have e3 : ∑ i, (w i - if i ∈ s then (1 : ℝ) else 0) * (hH.eigenvalues i - μ)
      = ∑ i, w i * hH.eigenvalues i
        - ∑ i, (if i ∈ s then (1 : ℝ) else 0) * hH.eigenvalues i
        - μ * (∑ i, w i - ∑ i, (if i ∈ s then (1 : ℝ) else 0)) := by
    rw [← Finset.sum_sub_distrib, ← Finset.sum_sub_distrib, Finset.mul_sum,
      ← Finset.sum_sub_distrib]
    exact Finset.sum_congr rfl fun i _ => by ring
  have e4 : 0 ≤ ∑ i, (w i - if i ∈ s then (1 : ℝ) else 0) * (hH.eigenvalues i - μ) := by
    refine Finset.sum_nonneg fun i _ => ?_
    by_cases h : i ∈ s
    · rw [if_pos h]
      exact mul_nonneg_of_nonpos_of_nonpos (by linarith [h1 i]) (by linarith [hμ1 i h])
    · rw [if_neg h]
      exact mul_nonneg (by linarith [h0 i]) (by linarith [hμ2 i h])
  rw [e3, e1, e2, hw, sub_self, mul_zero] at e4
  linarith
```

The case split on whether `s` is empty supplies μ. `e4` is the sign argument and `e3` expands the product, after which the equal sums remove μ.

```lean
/-- A Hermitian matrix is diagonalised by a unitary matrix. -/
theorem exists_diagonalization (hH : H.IsHermitian) : ∃ U : Matrix n n ℂ,
    Uᴴ * U = 1 ∧ U * Uᴴ = 1 ∧
      H = U * diagonal (fun i => (hH.eigenvalues i : ℂ)) * Uᴴ := by
  have h1 : (hH.eigenvectorUnitary : Matrix n n ℂ)ᴴ * hH.eigenvectorUnitary = 1 :=
    Matrix.mem_unitaryGroup_iff'.1 hH.eigenvectorUnitary.2
  have h2 := mul_eq_one_comm.1 h1
  refine ⟨hH.eigenvectorUnitary, h1, h2, ?_⟩
  have h3 : H * (hH.eigenvectorUnitary : Matrix n n ℂ)
      = hH.eigenvectorUnitary * diagonal (fun i => (hH.eigenvalues i : ℂ)) := by
    ext i j
    have h := congrFun (hH.mulVec_eigenvectorBasis j) i
    refine (show (H * (hH.eigenvectorUnitary : Matrix n n ℂ)) i j = _ from h).trans ?_
    simp [Matrix.mul_diagonal, mul_comm]
  rw [← h3, Matrix.mul_assoc, h2, Matrix.mul_one]
```

The columns of `U` are Mathlib's eigenvectors; `h3` is the eigenvalue equation for all of them at once, HU = U diag(ε).

```lean
/-- Variational principle: no density matrix of `k` fermions has an energy `Tr(DH)` below
the band energy. -/
theorem bandEnergy_le_trace (hH : H.IsHermitian) (hk : k ≤ Fintype.card n)
    (hD : IsDensity D k) : bandEnergy hH hk ≤ (D * H).trace.re := by
  obtain ⟨U, h1, h2, hU⟩ := exists_diagonalization hH
  -- `M` is the density matrix in the eigenbasis; its diagonal holds the occupations
  obtain ⟨M, hM⟩ : ∃ M, M = Uᴴ * D * U := ⟨_, rfl⟩
  have p0 : M.PosSemidef := hM ▸ hD.nonneg.conjTranspose_mul_mul_same U
  have p1 : (1 - M).PosSemidef := by
    have h := hD.le_one.conjTranspose_mul_mul_same U
    rwa [Matrix.mul_sub, Matrix.sub_mul, Matrix.mul_one, h1, ← hM] at h
  have htr : M.trace = k := by
    rw [hM, Matrix.trace_mul_comm, ← Matrix.mul_assoc, h2, Matrix.one_mul, hD.trace_eq]
  have hE : (D * H).trace = ∑ i, M i i * (hH.eigenvalues i : ℂ) := by
    calc (D * H).trace
        = (D * (U * diagonal (fun i => (hH.eigenvalues i : ℂ)) * Uᴴ)).trace := by rw [← hU]
      _ = (Uᴴ * (D * (U * diagonal (fun i => (hH.eigenvalues i : ℂ))))).trace := by
          rw [Matrix.trace_mul_comm Uᴴ]; simp only [Matrix.mul_assoc]
      _ = (M * diagonal (fun i => (hH.eigenvalues i : ℂ))).trace := by
          rw [hM]; simp only [Matrix.mul_assoc]
      _ = _ := by simp [Matrix.trace, Matrix.mul_diagonal]
  have h := bandEnergy_le_fractional hH hk (fun i => (M i i).re)
    (fun i => by simpa using (Complex.le_def.1 (p0.diag_nonneg (i := i))).1)
    (fun i => by simpa using (Complex.le_def.1 (p1.diag_nonneg (i := i))).1)
    (by simpa [Matrix.trace, Complex.re_sum] using congrArg Complex.re htr)
  rw [hE]
  simpa [Complex.re_sum] using h
```

`p0`, `p1` and `htr` carry the three density conditions over to `M`, and `hE` is the trace formula. The real part appears because Lean's trace is a complex number.

```lean
/-- Some density matrix of `k` fermions has exactly the band energy. -/
theorem exists_optimal_density (hH : H.IsHermitian) (hk : k ≤ Fintype.card n) :
    ∃ D, IsDensity D k ∧ (D * H).trace.re = bandEnergy hH hk := by
  obtain ⟨s, hs, he, -⟩ := bandEnergy_aufbau hH hk
  obtain ⟨U, h1, h2, hU⟩ := exists_diagonalization hH
  have ht : ∀ X : Matrix n n ℂ, (U * X * Uᴴ).trace = X.trace := fun X => by
    rw [Matrix.trace_mul_comm, ← Matrix.mul_assoc, h1, Matrix.one_mul]
  -- fill the eigenvectors with labels in `s`
  let E : Matrix n n ℂ := diagonal fun i => if i ∈ s then 1 else 0
  have pE : E.PosSemidef := Matrix.posSemidef_diagonal_iff.2 fun i => by
    split_ifs <;> simp
  have pE' : (1 - E).PosSemidef := by
    have h : 1 - E = diagonal fun i => if i ∈ s then (0 : ℂ) else 1 := by
      ext i j
      by_cases hij : i = j
      · subst hij
        by_cases hi : i ∈ s <;> simp [E, hi]
      · simp [E, hij]
    rw [h]
    exact Matrix.posSemidef_diagonal_iff.2 fun i => by split_ifs <;> simp
  refine ⟨U * E * Uᴴ, ⟨pE.mul_mul_conjTranspose_same U, ?_, ?_⟩, ?_⟩
  · have h := pE'.mul_mul_conjTranspose_same U
    rwa [Matrix.mul_sub, Matrix.sub_mul, Matrix.mul_one, h2] at h
  · rw [ht]
    simp [E, Matrix.trace_diagonal, hs]
  · have hDH : U * E * Uᴴ * H
        = U * (E * diagonal (fun i => (hH.eigenvalues i : ℂ))) * Uᴴ := by
      calc U * E * Uᴴ * H
          = U * E * Uᴴ * (U * diagonal (fun i => (hH.eigenvalues i : ℂ)) * Uᴴ) := by
            rw [← hU]
        _ = U * E * (Uᴴ * U) * diagonal (fun i => (hH.eigenvalues i : ℂ)) * Uᴴ := by
            simp only [Matrix.mul_assoc]
        _ = _ := by rw [h1, Matrix.mul_one]; simp only [Matrix.mul_assoc]
    rw [hDH, ht, he, Matrix.diagonal_mul_diagonal, Matrix.trace_diagonal]
    simp [Finset.sum_ite_mem, Complex.re_sum]
```

`E` is diag(f), and the optimal density matrix is `U * E * Uᴴ`.

## Decoupling and the energy inequality

```lean
omit [Fintype n] [DecidableEq n] [Fintype ι] in
/-- Decoupling the fragments keeps a Hermitian matrix Hermitian. -/
theorem decouple_isHermitian (β : n → ι) (hH : H.IsHermitian) :
    (decouple β H).IsHermitian := Matrix.IsHermitian.ext fun i j => by
  by_cases h : β i = β j
  · simpa [decouple, h] using hH.apply i j
  · have h' : ¬ β j = β i := fun e => h e.symm
    simp [decouple, h, h']
```

This lemma is needed before the decoupled matrix can have a band energy at all.

```lean
/-- Decoupling the fragments turns a density matrix of `k` fermions into a density matrix of `k`
fermions. -/
theorem IsDensity.decouple (β : n → ι) (hD : IsDensity D k) :
    IsDensity (decouple β D) k := by
  -- decoupling is a sum of compressions to the fragments
  have key : ∀ A : Matrix n n ℂ, A.PosSemidef →
      (FragmentBandEnergy.decouple β A).PosSemidef := fun A hA => by
    have hs : FragmentBandEnergy.decouple β A
        = ∑ b, (fragmentProjector β b)ᴴ * A * fragmentProjector β b := by

      ext i j
      simp [FragmentBandEnergy.decouple, fragmentProjector, Matrix.sum_apply,
        Matrix.diagonal_mul, Matrix.mul_diagonal]
    rw [hs]
    exact Matrix.posSemidef_sum _ fun b _ => hA.conjTranspose_mul_mul_same _
  refine ⟨key D hD.nonneg, ?_, ?_⟩
  · have h : 1 - FragmentBandEnergy.decouple β D
        = FragmentBandEnergy.decouple β (1 - D) := by
      ext i j
      by_cases hb : β i = β j
      · simp [FragmentBandEnergy.decouple, hb]
      · have hij : i ≠ j := fun e => hb (congrArg β e)
        simp [FragmentBandEnergy.decouple, hb, hij]
    rw [h]
    exact key _ hD.le_one
  · rw [← hD.trace_eq]
    simp [Matrix.trace, FragmentBandEnergy.decouple]
```

`key` is the positivity argument through the fragment projectors. It is used once for D and once for 1 − D.

```lean
omit [DecidableEq n] [Fintype ι] in
/-- In the energy trace, decoupling the density matrix is the same as decoupling the
Hamiltonian. -/
theorem trace_decouple_mul (β : n → ι) (D H : Matrix n n ℂ) :
    (decouple β D * H).trace = (D * decouple β H).trace := by
  simp only [Matrix.trace, Matrix.diag_apply, Matrix.mul_apply]
  refine Finset.sum_congr rfl fun i _ => Finset.sum_congr rfl fun j _ => ?_
  by_cases h : β i = β j
  · simp [decouple, h]
  · have h' : ¬ β j = β i := fun e => h e.symm
    simp [decouple, h, h']
```

The two traces agree term by term.

```lean
/-- Neglecting all couplings between the fragments of a Hermitian matrix never lowers the
band energy, at any fixed filling `k`. -/
theorem bandEnergy_le_decouple (β : n → ι) (hH : H.IsHermitian)
    (hk : k ≤ Fintype.card n) :
    bandEnergy hH hk ≤ bandEnergy (decouple_isHermitian β hH) hk := by
  -- the optimal fragment density, once decoupled, is a trial density for `H`
  obtain ⟨D, hD, hE⟩ := exists_optimal_density (decouple_isHermitian β hH) hk
  rw [← hE, ← trace_decouple_mul]
  exact bandEnergy_le_trace hH hk (hD.decouple β)
```

The three lines after the comment are the concluding chain above. The filling k is that of the whole system, so electrons may redistribute among the fragments when the couplings vanish. The inequality concerns the sum, and single levels can fall: with zero diagonal and coupling t ≠ 0, the levels ±|t| both become 0.

The same argument compares two partitions. If the fragments of β are cut into smaller ones, decoupling the already decoupled matrix along the finer partition gives the same result as decoupling H along it directly. Each further cut therefore again leaves the band energy unchanged or raises it.

```lean
omit [Fintype ι] in
/-- Error control: the band energy rises by at most the expectation value of the change in
the Hamiltonian, taken in a density matrix that is optimal for the full `H`. -/
theorem decouple_error_le (β : n → ι) (hH : H.IsHermitian) (hk : k ≤ Fintype.card n)
    (hD : IsDensity D k) (hopt : (D * H).trace.re = bandEnergy hH hk) :
    bandEnergy (decouple_isHermitian β hH) hk - bandEnergy hH hk
      ≤ (D * (decouple β H - H)).trace.re := by
  have h := bandEnergy_le_trace (decouple_isHermitian β hH) hk hD
  rw [Matrix.mul_sub, Matrix.trace_sub, Complex.sub_re, hopt]
  linarith

end

end FragmentBandEnergy
```

Here `hopt` says that D is optimal for the full H, and `exists_optimal_density` supplies such a D. Using it as a trial for dec(H) gives

E_k(dec(H)) − E_k(H) ≤ Tr(D(dec(H) − H)) = −Σ_{β(i)≠β(j)} D_ij H_ji.

The error is thus small when the products of interfragment density-matrix elements and couplings add up to little. Evaluating the bound requires the interfragment part of an optimal density matrix for the full, coupled problem.

```lean
#print axioms FragmentBandEnergy.bandEnergy_le_decouple
#print axioms FragmentBandEnergy.decouple_error_le
```

```
'FragmentBandEnergy.bandEnergy_le_decouple' depends on axioms: [propext, Classical.choice, Quot.sound]
'FragmentBandEnergy.decouple_error_le' depends on axioms: [propext, Classical.choice, Quot.sound]
```
